# Commutator and sum of squares of rotated quadratures from ab − ba = 1

Let a and b be elements of an associative complex algebra with ab − ba = 1, and for a real angle t put

  X(t) = (e^(−it) a + e^(it) b)/√2.

Then for all real s and t

  X(s)X(t) − X(t)X(s) = i sin(t − s) · 1,

  X(t)² + X(t + π/2)² = 2ba + 1.

For a single bosonic mode with a the annihilation operator and b = a†, X(0) = (a + b)/√2 and X(π/2) = i(b − a)/√2 are the dimensionless position and momentum. The first identity then contains [x, p] = i, and the second turns (x² + p²)/2 into ba + 1/2 for every orientation of the phase-space axes. The result is purely algebraic: the uncertainty inequality ΔX(s) ΔX(t) ≥ |sin(t − s)|/2 needs an inner product, states and self-adjoint operators, none of which enter the theorems, and what is proved is the commutator on which that inequality rests. The physical readings and the counter-examples in this note are arguments by hand that Lean has not checked.

## The ambient hypothesis: a complex algebra

```lean
import Mathlib

open Complex

namespace RotatedQuadratures

noncomputable section

variable {A : Type*} [Ring A] [Algebra ℂ A]
```

`Ring A` gives addition and an associative product with a unit, not assumed commutative. `Algebra ℂ A` gives multiplication `c • x` by complex numbers, compatible with the product in both factors: (c x)y = x(c y) = c(xy). Physically, the elements of `A` are complex-linear operators that can be added and composed freely. For the unbounded operators of the oscillator this means operators on a common invariant domain, such as the finite linear combinations of number states. No norm, topology, adjoint or dimension is fixed.

```lean
/-- The quadrature at angle `t`: `X(t) = (a e^{-it} + b e^{it}) / √2`. -/
def quad (a b : A) (t : ℝ) : A :=
  ((Real.sqrt 2 : ℝ) : ℂ)⁻¹ • (exp (-((t : ℂ) * I)) • a + exp ((t : ℂ) * I) • b)
```

The definition fixes the conventions. The element `a` carries e^(−it) and `b` carries e^(+it), which determines the sign of sin(t − s), and the prefactor `((Real.sqrt 2 : ℝ) : ℂ)⁻¹` is 1/√2, which makes the commutator of X(0) with X(π/2) equal to i, as for ħ = 1. The angle is real, while `exp` is the complex exponential and `I` the imaginary unit. The two elements `a` and `b` are independent arguments, and nothing says that one is the adjoint of the other.

Two facts about complex numbers are needed, and neither involves `A`. Euler's formula gives e^(±ix) = cos x ± i sin x, and together with e^(u+v) = e^u e^v it gives

  e^(±i(t+θ)) = e^(±it) (cos θ ± i sin θ).

```lean
/-- Euler's formula for both signs of the phase: `e^{±ix} = cos x ± i sin x`. -/
theorem euler (x : ℂ) :
    exp (x * I) = cos x + sin x * I ∧ exp (-(x * I)) = cos x - sin x * I := by
  constructor
  · rw [exp_mul_I]
  · rw [← neg_mul, exp_mul_I, Complex.cos_neg, Complex.sin_neg]
    ring
```

`euler` holds for complex `x`. The plus sign is `exp_mul_I`, and the minus sign follows by applying it to −x and using that cosine is even and sine is odd.

```lean
/-- Advancing the angle by `θ` multiplies the phases `e^{±it}` by `cos θ ± i sin θ`. -/
theorem phase_shift (t θ : ℝ) :
    exp (((t + θ : ℝ) : ℂ) * I)
        = exp ((t : ℂ) * I) * (((Real.cos θ : ℝ) : ℂ) + ((Real.sin θ : ℝ) : ℂ) * I) ∧
      exp (-(((t + θ : ℝ) : ℂ) * I))
        = exp (-((t : ℂ) * I)) * (((Real.cos θ : ℝ) : ℂ) - ((Real.sin θ : ℝ) : ℂ) * I) := by
  constructor
  · have h : ((t + θ : ℝ) : ℂ) * I = (t : ℂ) * I + (θ : ℂ) * I := by
      push_cast
      ring
    rw [h, Complex.exp_add, (euler (θ : ℂ)).1, ofReal_cos, ofReal_sin]
  · have h : -(((t + θ : ℝ) : ℂ) * I) = -((t : ℂ) * I) + -((θ : ℂ) * I) := by
      push_cast
      ring
    rw [h, Complex.exp_add, (euler (θ : ℂ)).2, ofReal_cos, ofReal_sin]
```

`phase_shift` splits the exponent, applies `Complex.exp_add` and `euler`, and expresses the result with the real cosine and sine of θ.

The derivation by hand uses the algebra hypothesis in its first step. All scalars are moved to the front of each product, while the order of a and b is kept:

  X(s)X(t) = (1/√2)² (e^(−is) a + e^(is) b)(e^(−it) a + e^(it) b)

    = ½ [ e^(−i(s+t)) aa + e^(i(t−s)) ab + e^(−i(t−s)) ba + e^(i(s+t)) bb ].

```lean
/-- The product of two quadratures expanded in `aa`, `ab`, `ba`, `bb`, for arbitrary
`a` and `b`. -/
theorem quad_mul_quad (a b : A) (s t : ℝ) :
    quad a b s * quad a b t
      = (1 / 2 : ℂ) • (exp (-(((s : ℂ) + (t : ℂ)) * I)) • (a * a)
          + exp (((t : ℂ) - (s : ℂ)) * I) • (a * b)
          + exp (-(((t : ℂ) - (s : ℂ)) * I)) • (b * a)
          + exp (((s : ℂ) + (t : ℂ)) * I) • (b * b)) := by
  -- bilinear expansion with generic coefficients
  have key : ∀ c α β γ δ : ℂ, (c • (α • a + β • b)) * (c • (γ • a + δ • b))
      = (c * c) • ((α * γ) • (a * a) + (α * δ) • (a * b) + (β * γ) • (b * a)
          + (β * δ) • (b * b)) := by
    intro c α β γ δ
    simp only [smul_add, mul_add, add_mul, smul_mul_assoc, mul_smul_comm]
    module
  have hc : ((Real.sqrt 2 : ℝ) : ℂ)⁻¹ * ((Real.sqrt 2 : ℝ) : ℂ)⁻¹ = (1 / 2 : ℂ) := by
    rw [← mul_inv, ← ofReal_mul, Real.mul_self_sqrt (by norm_num : (0 : ℝ) ≤ 2)]
    norm_num
  -- the phases combine
  have e1 : exp (-((s : ℂ) * I)) * exp (-((t : ℂ) * I))
      = exp (-(((s : ℂ) + (t : ℂ)) * I)) := by
    rw [← Complex.exp_add]
    congr 1
    ring
  have e2 : exp (-((s : ℂ) * I)) * exp ((t : ℂ) * I) = exp (((t : ℂ) - (s : ℂ)) * I) := by
    rw [← Complex.exp_add]
    congr 1
    ring
  have e3 : exp ((s : ℂ) * I) * exp (-((t : ℂ) * I))
      = exp (-(((t : ℂ) - (s : ℂ)) * I)) := by
    rw [← Complex.exp_add]
    congr 1
    ring
  have e4 : exp ((s : ℂ) * I) * exp ((t : ℂ) * I) = exp (((s : ℂ) + (t : ℂ)) * I) := by
    rw [← Complex.exp_add]
    congr 1
    ring
  unfold quad
  rw [key, hc, e1, e2, e3, e4]
```

The proof uses the hypothesis in `key`, which is the expansion with arbitrary complex coefficients. `mul_add` and `add_mul` distribute, and `smul_mul_assoc` and `mul_smul_comm` pull scalars out of the left and the right factor. The tactic `module` then treats aa, ab, ba and bb as independent vectors and compares their coefficients. `hc` is (1/√2)² = ½, and `e1` to `e4` combine the four pairs of phases.

If scalars cannot be pulled out of the right factor, the expansion fails, as it does for antilinear operators. Take the real-linear maps on ℂ, let a be complex conjugation K and b = 0. Since K e^(−it) = e^(it) K and K² = 1, one finds X(s)X(t) = ½ e^(i(t−s)), whereas the formula above would give ½ e^(−i(s+t)).

## What holds with no relation between a and b

Exchanging s and t in the expansion leaves the aa and bb terms unchanged and swaps the phases of ab and ba:

  X(t)X(s) = ½ [ e^(−i(s+t)) aa + e^(−i(t−s)) ab + e^(i(t−s)) ba + e^(i(s+t)) bb ].

In the difference the aa and bb terms cancel, and the remaining two have opposite coefficients:

  X(s)X(t) − X(t)X(s) = ½ (e^(i(t−s)) − e^(−i(t−s))) (ab − ba) = i sin(t − s) (ab − ba).

```lean
/-- For arbitrary `a` and `b`, `[X(s), X(t)] = i sin(t - s) [a, b]`. -/
theorem quad_commutator_general (a b : A) (s t : ℝ) :
    quad a b s * quad a b t - quad a b t * quad a b s
      = (I * ((Real.sin (t - s) : ℝ) : ℂ)) • (a * b - b * a) := by
  have hs : I * ((Real.sin (t - s) : ℝ) : ℂ)
      = (exp (((t : ℂ) - (s : ℂ)) * I) - exp (-(((t : ℂ) - (s : ℂ)) * I))) / 2 := by
    rw [(euler ((t : ℂ) - (s : ℂ))).1, (euler ((t : ℂ) - (s : ℂ))).2]
    push_cast
    ring
  have h1 : (t : ℂ) + (s : ℂ) = (s : ℂ) + (t : ℂ) := add_comm _ _
  have h2 : ((s : ℂ) - (t : ℂ)) * I = -(((t : ℂ) - (s : ℂ)) * I) := by ring
  have h3 : -(((s : ℂ) - (t : ℂ)) * I) = ((t : ℂ) - (s : ℂ)) * I := by ring
  -- the `aa` and `bb` terms are symmetric in `s, t` and cancel
  rw [quad_mul_quad a b s t, quad_mul_quad a b t s, h3, h2, h1, hs]
  module
```

`hs` is the identity i sin φ = (e^(iφ) − e^(−iφ))/2 at φ = t − s, from `euler`. The equations `h1`, `h2` and `h3` bring the exponents of the exchanged product into the same form as those of the first, and `module` performs the cancellation.

For the squares, set s = t in the expansion:

  X(t)² = ½ [ e^(−2it) aa + ab + ba + e^(2it) bb ].

Replacing t by t + π/2 multiplies e^(∓2it) by e^(∓iπ) = −1, so

  X(t + π/2)² = ½ [ −e^(−2it) aa + ab + ba − e^(2it) bb ],

and the sum is

  X(t)² + X(t + π/2)² = ab + ba.

```lean
/-- For arbitrary `a` and `b`, `X(t)² + X(t + π/2)² = ab + ba`. -/
theorem quad_sq_add_general (a b : A) (t : ℝ) :
    quad a b t ^ 2 + quad a b (t + Real.pi / 2) ^ 2 = a * b + b * a := by
  have hneg : exp (-((Real.pi : ℂ) * I)) = -1 := by
    rw [Complex.exp_neg, exp_pi_mul_I]
    norm_num
  -- a quarter turn flips the sign of the doubled phases
  have e1 : exp (-((((t + Real.pi / 2 : ℝ) : ℂ) + ((t + Real.pi / 2 : ℝ) : ℂ)) * I))
      = -exp (-(((t : ℂ) + (t : ℂ)) * I)) := by
    have h : -((((t + Real.pi / 2 : ℝ) : ℂ) + ((t + Real.pi / 2 : ℝ) : ℂ)) * I)
        = -(((t : ℂ) + (t : ℂ)) * I) + -((Real.pi : ℂ) * I) := by
      push_cast
      ring
    rw [h, Complex.exp_add, hneg]
    ring
  have e2 : exp ((((t + Real.pi / 2 : ℝ) : ℂ) + ((t + Real.pi / 2 : ℝ) : ℂ)) * I)
      = -exp (((t : ℂ) + (t : ℂ)) * I) := by
    have h : (((t + Real.pi / 2 : ℝ) : ℂ) + ((t + Real.pi / 2 : ℝ) : ℂ)) * I
        = ((t : ℂ) + (t : ℂ)) * I + (Real.pi : ℂ) * I := by
      push_cast
      ring
    rw [h, Complex.exp_add, exp_pi_mul_I]
    ring
  rw [pow_two (quad a b t), pow_two (quad a b (t + Real.pi / 2)), quad_mul_quad a b t t,
    quad_mul_quad a b (t + Real.pi / 2) (t + Real.pi / 2), e1, e2]
  simp only [sub_self, zero_mul, neg_zero, Complex.exp_zero]
  module
```

`hneg` and `exp_pi_mul_I` give e^(∓iπ) = −1, and `e1` and `e2` are the two sign flips. After both squares are expanded with `quad_mul_quad`, the `simp only` line sets the phases e^0 of the cross terms to 1 and `module` adds the two brackets.

These two theorems show what the commutation relation has to supply. The dependence on the angles, namely the factor i sin(t − s) and the independence of the sum of squares from t, is already settled for arbitrary a and b. They apply, for instance, to a pair with ab + ba = 1, where the sum of squares equals 1.

## The hypothesis ab − ba = 1

This is the canonical commutation relation of one bosonic mode, and it is assumed, not derived. By hand it is used once in each identity. In the commutator it replaces ab − ba by 1. In the sum of squares it is rearranged to ab = ba + 1, which gives

  ab + ba = 2ba + 1.

```lean
/-- If `ab - ba = 1`, then `[X(s), X(t)] = i sin(t - s)` and
`X(t)² + X(t + π/2)² = 2ba + 1` for all angles. -/
theorem quad_algebra (a b : A) (hab : a * b - b * a = 1) (s t : ℝ) :
    quad a b s * quad a b t - quad a b t * quad a b s
        = (I * ((Real.sin (t - s) : ℝ) : ℂ)) • (1 : A) ∧
      quad a b t ^ 2 + quad a b (t + Real.pi / 2) ^ 2 = 2 * (b * a) + 1 := by
  constructor
  · rw [quad_commutator_general, hab]
  · have h : a * b = b * a + 1 := sub_eq_iff_eq_add'.mp hab
    rw [quad_sq_add_general, h, two_mul]
    abel
```

In words: for any `a` and `b` in `A` with `hab : a * b - b * a = 1` and any real `s` and `t`, the commutator of X(s) with X(t) is the scalar i sin(t − s) times the unit of the algebra, written `(I * ((Real.sin (t - s) : ℝ) : ℂ)) • (1 : A)`, and the sum of the squares of X(t) and X(t + π/2) is `2 * (b * a) + 1`. The element ba is the number operator when b = a†. The proof matches the two uses by hand: `rw [quad_commutator_general, hab]` for the first part, and for the second `h : a * b = b * a + 1` inserted after `quad_sq_add_general`, with `abel` collecting the terms.

Without `hab` both parts fail. In A = ℂ with a = b = 1 one has X(t) = √2 cos t. All commutators vanish, although i sin(t − s) does not, and the sum of squares is 2cos²t + 2sin²t = 2, while 2ba + 1 = 3.

A case that arises in numerical work is a single mode truncated to the levels 0, …, N − 1. No N × N matrices with N ≥ 1 satisfy the relation, because ab − ba has trace 0 and the identity has trace N. The truncated ladder matrices give

  ab − ba = 1 − N P,

where P projects onto the top level. The theorem `quad_algebra` does not apply to them, but the two general theorems do. They give i sin(t − s)(1 − N P) for the commutator and 2ba + 1 − N P for the sum of squares, so both identities are violated on the top level only.

## The hypothesis sin(t − s) ≠ 0

This says that the two angles do not differ by a multiple of π, so that the two quadratures point along different lines in phase space. It is needed for the converse. Suppose [X(s), X(t)] = i sin(t − s) · 1 for one such pair of angles. The general formula turns this into

  i sin(t − s) (ab − ba) = i sin(t − s) · 1,

and dividing by the nonzero number i sin(t − s) gives ab − ba = 1. The case s = 0, t = π/2 is the passage from [x, p] = i to the ladder relation.

```lean
/-- For one pair of angles with `sin(t - s) ≠ 0`, the relation `[X(s), X(t)] = i sin(t - s)`
holds exactly when `ab - ba = 1`. -/
theorem quad_commutator_iff_ccr (a b : A) (s t : ℝ) (hst : Real.sin (t - s) ≠ 0) :
    quad a b s * quad a b t - quad a b t * quad a b s
        = (I * ((Real.sin (t - s) : ℝ) : ℂ)) • (1 : A) ↔ a * b - b * a = 1 := by
  have hz : I * ((Real.sin (t - s) : ℝ) : ℂ) ≠ 0 :=
    mul_ne_zero I_ne_zero (ofReal_ne_zero.mpr hst)
  rw [quad_commutator_general]
  constructor
  · intro h
    -- cancel the nonzero scalar
    calc a * b - b * a
        = (I * ((Real.sin (t - s) : ℝ) : ℂ))⁻¹ •
            (I * ((Real.sin (t - s) : ℝ) : ℂ)) • (a * b - b * a) :=
          (inv_smul_smul₀ hz _).symm
      _ = (I * ((Real.sin (t - s) : ℝ) : ℂ))⁻¹ •
            (I * ((Real.sin (t - s) : ℝ) : ℂ)) • (1 : A) := by rw [h]
      _ = 1 := inv_smul_smul₀ hz _
  · intro h
    rw [h]
```

The theorem is an equivalence for a fixed pair `s`, `t` satisfying `hst`. The proof uses `hst` to obtain `hz`, that the complex scalar is nonzero, and `inv_smul_smul₀ hz` cancels it on both sides of the `calc` chain. The division is by a complex number, so no element of `A` has to be invertible. The direction from ab − ba = 1 to the commutator does not use `hz`.

Without `hst` the forward direction is false. For s = t both sides of the quadrature relation are zero whatever a and b are, and a = b = 0 in ℂ has ab − ba = 0 ≠ 1.

## The hypothesis 1 ≠ 0

`Nontrivial A` says that the algebra has two different elements, which for a ring means 1 ≠ 0. For operators on a vector space it says that the space contains a nonzero vector. Given ab − ba = 1, the quadratures X(s) and X(t) commute exactly when i sin(t − s) · 1 = 0. If sin(t − s) ≠ 0, dividing by the scalar would give 1 = 0, which the hypothesis excludes. Hence commutation forces sin(t − s) = 0, that is t − s = nπ for an integer n. Conversely, t − s = nπ makes the sine and with it the commutator vanish.

```lean
/-- If `ab - ba = 1` in an algebra with `1 ≠ 0`, two quadratures commute exactly when their
angles differ by an integer multiple of `π`. -/
theorem quad_commute_iff [Nontrivial A] (a b : A) (hab : a * b - b * a = 1) (s t : ℝ) :
    quad a b s * quad a b t = quad a b t * quad a b s
      ↔ ∃ n : ℤ, (n : ℝ) * Real.pi = t - s := by
  have hc := (quad_algebra a b hab s t).1
  constructor
  · intro h
    apply Real.sin_eq_zero_iff.mp
    by_contra hne
    have hz : I * ((Real.sin (t - s) : ℝ) : ℂ) ≠ 0 :=
      mul_ne_zero I_ne_zero (ofReal_ne_zero.mpr hne)
    have h0 : (I * ((Real.sin (t - s) : ℝ) : ℂ)) • (1 : A) = 0 := by
      rw [← hc, h, sub_self]
    have h10 : (1 : A) = 0 := by
      calc (1 : A) = (I * ((Real.sin (t - s) : ℝ) : ℂ))⁻¹ •
            (I * ((Real.sin (t - s) : ℝ) : ℂ)) • (1 : A) := (inv_smul_smul₀ hz _).symm
        _ = 0 := by rw [h0, smul_zero]
    exact one_ne_zero h10
  · intro h
    have hs : Real.sin (t - s) = 0 := Real.sin_eq_zero_iff.mpr h
    apply sub_eq_zero.mp
    rw [hc, hs]
    simp
```

The right-hand side `∃ n : ℤ, (n : ℝ) * Real.pi = t - s` is the condition that `Real.sin_eq_zero_iff` equates with the vanishing of the sine. In the forward direction the proof assumes the sine nonzero, derives `h0`, that the scalar times `(1 : A)` is zero, cancels the scalar to reach `h10 : (1 : A) = 0`, and closes with `one_ne_zero`, which is the only place where `Nontrivial A` is used. The relation `hab` enters through `hc`, the first part of `quad_algebra`.

In the algebra with a single element, ab − ba = 1 holds because every equation holds, and X(0) commutes with X(π/2) although π/2 is not a multiple of π. If `hab` is dropped instead, a = b = 1 in ℂ makes all quadratures commute.

## The rotation law needs only linearity

At θ = π/2 the phase-shift rule gives e^(±i(t+π/2)) = ±i e^(±it), so

  X(t + π/2) = (−i e^(−it) a + i e^(it) b)/√2.

```lean
/-- The quadrature a quarter turn ahead: `X(t + π/2) = (-i a e^{-it} + i b e^{it}) / √2`. -/
theorem quad_quarter (a b : A) (t : ℝ) :
    quad a b (t + Real.pi / 2)
      = ((Real.sqrt 2 : ℝ) : ℂ)⁻¹ •
          ((-I * exp (-((t : ℂ) * I))) • a + (I * exp ((t : ℂ) * I)) • b) := by
  unfold quad
  rw [(phase_shift t (Real.pi / 2)).1, (phase_shift t (Real.pi / 2)).2,
    Real.cos_pi_div_two, Real.sin_pi_div_two]
  simp only [ofReal_zero, ofReal_one]
  module
```

The proof rewrites both phases with `phase_shift`, inserts cos(π/2) = 0 and sin(π/2) = 1, and compares the coefficients of a and b.

For a general shift θ, sort the terms by cos θ and sin θ:

  X(t + θ) = [ e^(−it)(cos θ − i sin θ) a + e^(it)(cos θ + i sin θ) b ]/√2

    = cos θ (e^(−it) a + e^(it) b)/√2 + sin θ (−i e^(−it) a + i e^(it) b)/√2

    = cos θ X(t) + sin θ X(t + π/2).

```lean
/-- Rotation law: `X(t + θ) = cos θ X(t) + sin θ X(t + π/2)`, for arbitrary `a` and `b`. -/
theorem quad_rotate (a b : A) (t θ : ℝ) :
    quad a b (t + θ)
      = ((Real.cos θ : ℝ) : ℂ) • quad a b t
        + ((Real.sin θ : ℝ) : ℂ) • quad a b (t + Real.pi / 2) := by
  rw [quad_quarter a b t]
  unfold quad
  rw [(phase_shift t θ).1, (phase_shift t θ).2]
  module
```

Here `quad_quarter` supplies the explicit form of the second bracket, `phase_shift` the first line, and `module` the sorting. No product of elements of `A` occurs and no relation between a and b is assumed. Setting θ = π gives X(t + π) = −X(t), which agrees with the commuting cases found above: quadratures whose angles differ by nπ are equal up to sign.

## The commutation relation together with associativity

The identities so far involve products of two elements only. The commutator with ba involves three, and both associativity and ab − ba = 1 are used:

  (ba)a − a(ba) = (ba − ab)a = −a,

  (ba)b − b(ba) = b(ab − ba) = b.

By linearity in the second entry,

  [ba, X(t)] = (−e^(−it) a + e^(it) b)/√2.

On the other side, multiplying the explicit form of X(t + π/2) by −i gives the coefficients (−i)(−i) = −1 for the a term and (−i)(i) = 1 for the b term, so

  [ba, X(t)] = −i X(t + π/2).

```lean
/-- If `ab - ba = 1`, the commutator of `ba` with a quadrature is
`[ba, X(t)] = -i X(t + π/2)`. -/
theorem number_commutator_quad (a b : A) (hab : a * b - b * a = 1) (t : ℝ) :
    b * a * quad a b t - quad a b t * (b * a) = (-I) • quad a b (t + Real.pi / 2) := by
  have h : a * b = b * a + 1 := sub_eq_iff_eq_add'.mp hab
  -- `[ba, a] = -a` and `[ba, b] = b`
  have h1 : b * a * a - a * (b * a) = -a := by
    rw [← mul_assoc a b a, h, add_mul, one_mul]
    abel
  have h2 : b * a * b - b * (b * a) = b := by
    rw [mul_assoc b a b, h, mul_add, mul_one]
    abel
  have key : ∀ c p q : ℂ, b * a * (c • (p • a + q • b)) - (c • (p • a + q • b)) * (b * a)
      = (c * p) • (b * a * a - a * (b * a)) + (c * q) • (b * a * b - b * (b * a)) := by
    intro c p q
    simp only [mul_add, add_mul, smul_mul_assoc, mul_smul_comm, smul_add]
    module
  have key2 : ∀ c p q : ℂ, (-I) • (c • ((-I * p) • a + (I * q) • b))
      = (c * p * (I * I)) • a + (-(c * q * (I * I))) • b := by
    intro c p q
    module
  rw [quad_quarter a b t]
  unfold quad
  rw [key, h1, h2, key2, I_mul_I]
  module
```

`h1` and `h2` are the two ladder commutators. Each regroups a triple product with `mul_assoc` so that ab appears, and replaces it by ba + 1. `key` is the linearity step with arbitrary coefficients, `key2` multiplies out −i X(t + π/2) leaving factors `I * I`, and `I_mul_I` sets these to −1 before the final comparison.

For H = ω(ba + ½) and ħ = 1 the identity reads i[H, X(t)] = ω X(t + π/2), the right-hand side of the Heisenberg equation for a free single-mode oscillator, whose motion advances the angle at rate ω. The theorem states the commutator only, since `A` has no topology in which to differentiate. Without `hab` the theorem fails: for a = b = 1 in ℂ the commutator [ba, X(t)] is zero, while −i X(t + π/2) = i√2 sin t.

## An algebra that meets the hypotheses

Since matrices of finite size are excluded, an example has to be infinite-dimensional. On complex polynomials let a = d/dx and let b be multiplication by x.

```lean
/-- The operator `d/dx` on complex polynomials. -/
def lowerPoly : Module.End ℂ (Polynomial ℂ) := Polynomial.derivative

/-- The operator of multiplication by `x` on complex polynomials. -/
def raisePoly : Module.End ℂ (Polynomial ℂ) := LinearMap.mulLeft ℂ Polynomial.X
```

`Module.End ℂ (Polynomial ℂ)` is the algebra of complex-linear maps from polynomials to polynomials, with composition as the product and the identity map as the unit. For any polynomial p the product rule gives

  (ab − ba)p = (x p)′ − x p′ = p + x p′ − x p′ = p.

```lean
/-- On complex polynomials, `a = d/dx` and `b = x` satisfy `ab - ba = 1`, and the identity
operator is not zero. -/
theorem ccr_witness :
    lowerPoly * raisePoly - raisePoly * lowerPoly = 1 ∧
      (1 : Module.End ℂ (Polynomial ℂ)) ≠ 0 := by
  constructor
  · refine LinearMap.ext fun p => ?_
    change Polynomial.derivative (Polynomial.X * p)
      - Polynomial.X * Polynomial.derivative p = p
    rw [Polynomial.derivative_mul, Polynomial.derivative_X]
    ring
  · intro h
    have h1 : (1 : Polynomial ℂ) = 0 := LinearMap.congr_fun h 1
    exact one_ne_zero h1

end

end RotatedQuadratures
```

The first part of `ccr_witness` reduces the operator equation to its action on an arbitrary `p` and applies `Polynomial.derivative_mul` and `Polynomial.derivative_X`. The second part evaluates a supposed equation 1 = 0 between operators on the constant polynomial 1 and obtains 1 = 0 between polynomials, which is false. The theorems that assume `hab`, including the one that also needs 1 ≠ 0, therefore have a case to which they apply.

```lean
#print axioms RotatedQuadratures.quad_commutator_iff_ccr
-- 'RotatedQuadratures.quad_commutator_iff_ccr' depends on axioms: [propext, Classical.choice, Quot.sound]
#print axioms RotatedQuadratures.quad_commute_iff
-- 'RotatedQuadratures.quad_commute_iff' depends on axioms: [propext, Classical.choice, Quot.sound]
#print axioms RotatedQuadratures.quad_rotate
-- 'RotatedQuadratures.quad_rotate' depends on axioms: [propext, Classical.choice, Quot.sound]
#print axioms RotatedQuadratures.number_commutator_quad
-- 'RotatedQuadratures.number_commutator_quad' depends on axioms: [propext, Classical.choice, Quot.sound]
```

## The hypothesis that is not made: b = a†

None of the theorems relates b to an adjoint of a, so none of them says that X(t) is an observable or that ba has a non-negative spectrum. The relation ab − ba = 1 does not imply b = a†. If a and a† satisfy the relation, so do λa and a†/λ for any nonzero complex λ, and all the identities above hold for the new pair, but its quadratures are formally self-adjoint only when |λ| = 1. The restriction to real angles belongs to the same reading: for b = a† and real t the two terms of X(t) are adjoints of each other. Variances, squeezed states and the vacuum level require a notion of state, which `Ring A` and `Algebra ℂ A` do not provide.
